# A counterpoise term can grow when the fragment basis is enlarged: a three-orbital example

**Q:** Suppose I believe that the counterpoise term, the energy a fragment gains from its partner's empty "ghost" functions, always shrinks as the fragment's own basis grows. What goes wrong?

**A:** You could mistake a zero in a small basis for a sign of convergence. In the example below the term is zero while the fragment energy is still 1 unit too high, and adding an orbital raises the term to 1.

**Q:** Show me by hand.

**A:** Let $E(B)$ be the lowest value of $x^THx/x^Tx$ over nonzero $x$ in the basis space $B$. With ghost space $G$, the term is $E(B)-E(B+G)$. Take orthonormal orbitals $e_0,e_1,e_2$ with on-site energies $0,a,a$, a coupling $-t$ between the last two, and $G=\mathrm{span}\{e_2\}$. Then
$$x^THx=a(x_1^2+x_2^2)-2t\,x_1x_2 .$$
Let $0\le a\le t$. In $\mathrm{span}\{e_0\}$, $\mathrm{span}\{e_0,e_2\}$ and $\mathrm{span}\{e_0,e_1\}$ the product $x_1x_2$ vanishes, so the form is nonnegative, and $e_0$ gives $E=0$. In the full space,
$$x^THx-(a-t)\,x^Tx=t(x_1-x_2)^2+(t-a)x_0^2\ge 0,$$
with equality at $(e_1+e_2)/\sqrt2$, so $E=a-t$. The term is therefore $0-0=0$ for $\mathrm{span}\{e_0\}$, $0-(a-t)=t-a$ for $\mathrm{span}\{e_0,e_1\}$, and $0$ for the full space, which already contains the ghost.

For $a=1$, $t=2$, the bonding combination has energy $(1+1-4)/2=-1$, and the term goes from 0 to 1. In the limiting case $t=a$ that combination is level with $e_0$, and the growth disappears.

**Q:** Do the Lean definitions say the same?

**A:** Yes. `H` is a finite real matrix, a basis is a subspace of `n → ℝ`, the dot product fixes orthonormal orbitals, and `B ⊔ G` is $B+G$. The same `H` acts with and without the ghost, which brings functions but no nuclei or electrons.

```lean
import Mathlib

open Matrix Submodule

namespace CounterpoiseBasisGrowth

noncomputable section

variable {n : Type*} [Fintype n]

/-- The Rayleigh quotients of `H` at the nonzero vectors of the basis space `B`. -/
def rayleighValues (H : Matrix n n ℝ) (B : Submodule ℝ (n → ℝ)) : Set ℝ :=
  {r | ∃ x ∈ B, x ≠ 0 ∧ r = (x ⬝ᵥ H *ᵥ x) / (x ⬝ᵥ x)}

/-- The variational energy of `H` in a nonzero basis space `B`: the infimum of the
Rayleigh quotients. -/
def energy (H : Matrix n n ℝ) (B : Submodule ℝ (n → ℝ)) : ℝ :=
  sInf (rayleighValues H B)

/-- The counterpoise term of a fragment with nonzero basis space `B`: its energy in `B` minus
its energy in `B` augmented by the ghost space `G`. -/
def counterpoise (H : Matrix n n ℝ) (B G : Submodule ℝ (n → ℝ)) : ℝ :=
  energy H B - energy H (B ⊔ G)
```

**Q:** An infimum could be meaningless.

**A:** It is bounded below: $|x_ix_j|\le x^Tx$ gives $x^THx\ge-\sum_{ij}|H_{ij}|\,x^Tx$. In the second proof, `key` is this estimate for one matrix element, and the `calc` block sums it. Only the zero space has no quotients; there Lean returns 0, so the general comparisons assume `B ≠ ⊥`.

```lean
/-- A nonzero real vector has positive squared norm. -/
lemma self_pos {x : n → ℝ} (hx : x ≠ 0) : 0 < x ⬝ᵥ x := by
  obtain ⟨i, hi⟩ := Function.ne_iff.mp hx
  change 0 < ∑ j, x j * x j
  exact Finset.sum_pos' (fun j _ => mul_self_nonneg (x j))
    ⟨i, Finset.mem_univ i, mul_self_pos.mpr hi⟩

/-- The Rayleigh quotients of a finite real matrix are bounded below. -/
theorem rayleigh_bddBelow (H : Matrix n n ℝ) (B : Submodule ℝ (n → ℝ)) :
    BddBelow (rayleighValues H B) := by
  refine ⟨-(∑ i, ∑ j, |H i j|), ?_⟩
  rintro r ⟨x, _, hx, rfl⟩
  rw [le_div_iff₀ (self_pos hx)]
  have hc : ∀ i, x i * x i ≤ x ⬝ᵥ x := fun i =>
    Finset.single_le_sum (f := fun k => x k * x k)
      (fun k _ => mul_self_nonneg (x k)) (Finset.mem_univ i)
  -- each matrix element contributes at least `-|H i j|` times the squared norm
  have key : ∀ i j, -(|H i j| * (x ⬝ᵥ x)) ≤ x i * (H i j * x j) := by
    intro i j
    have h1 : |x i * x j| ≤ x ⬝ᵥ x := abs_le.mpr
      ⟨by nlinarith [sq_nonneg (x i + x j), hc i, hc j],
        by nlinarith [sq_nonneg (x i - x j), hc i, hc j]⟩
    have h2 := mul_le_mul_of_nonneg_left h1 (abs_nonneg (H i j))
    rw [← abs_mul] at h2
    have h3 := neg_abs_le (H i j * (x i * x j))
    have h4 : x i * (H i j * x j) = H i j * (x i * x j) := by ring
    linarith
  calc -(∑ i, ∑ j, |H i j|) * (x ⬝ᵥ x)
      = ∑ i, ∑ j, -(|H i j| * (x ⬝ᵥ x)) := by
        simp only [Finset.sum_neg_distrib, Finset.sum_mul, neg_mul]
    _ ≤ ∑ i, ∑ j, x i * (H i j * x j) :=
        Finset.sum_le_sum fun i _ => Finset.sum_le_sum fun j _ => key i j
    _ = x ⬝ᵥ H *ᵥ x := by
        simp only [dotProduct, Matrix.mulVec, Finset.mul_sum]
```

**Q:** And what holds for every `H`?

**A:** A larger space offers more trial vectors, so its infimum is no higher; `csInf_le_csInf` does this step. Applied to $B\subseteq B+G$, it makes the term nonnegative for nonzero $B$.

```lean
/-- Enlarging a nonzero basis space never raises the variational energy. -/
theorem energy_anti (H : Matrix n n ℝ) {B B' : Submodule ℝ (n → ℝ)}
    (hB : B ≠ ⊥) (h : B ≤ B') : energy H B' ≤ energy H B := by
  obtain ⟨x, hx, hx0⟩ := Submodule.exists_mem_ne_zero_of_ne_bot hB
  refine csInf_le_csInf (rayleigh_bddBelow H B') ⟨_, x, hx, hx0, rfl⟩ ?_
  rintro r ⟨y, hy, hy0, rfl⟩
  exact ⟨y, h hy, hy0, rfl⟩
```

For $B\subseteq B'$, the growth of the term is
$$[E(B')-E(B)]+[E(B+G)-E(B'+G)],$$
and the first bracket is at most zero. Likewise $E(B+G)\ge E(\text{full})$ bounds the term by the basis-set incompleteness error. In both proofs `linarith` combines the inequalities.

```lean
/-- When a nonzero fragment basis `B` is enlarged to `B'`, the counterpoise term grows by at most
the energy lowering between the two ghost-augmented bases. -/
theorem counterpoise_growth_le (H : Matrix n n ℝ) {B B' : Submodule ℝ (n → ℝ)}
    (G : Submodule ℝ (n → ℝ)) (hB : B ≠ ⊥) (h : B ≤ B') :
    counterpoise H B' G - counterpoise H B G ≤ energy H (B ⊔ G) - energy H (B' ⊔ G) := by
  have := energy_anti H hB h
  unfold counterpoise
  linarith

/-- For a nonzero fragment basis, the counterpoise term is at most the basis-set incompleteness
error, the energy in `B` minus the energy in the full space. -/
theorem counterpoise_le_incompleteness (H : Matrix n n ℝ) {B : Submodule ℝ (n → ℝ)}
    (G : Submodule ℝ (n → ℝ)) (hB : B ≠ ⊥) :
    counterpoise H B G ≤ energy H B - energy H ⊤ := by
  have hBG : B ⊔ G ≠ ⊥ := fun h => hB (sup_eq_bot_iff.mp h).1
  have := energy_anti H hBG le_top
  unfold counterpoise
  linarith
```

**Q:** How does Lean find the exact energies?

**A:** As we did: one vector attains the value, and no vector lies below it.

```lean
/-- If a nonzero vector of `B` has Rayleigh quotient `E` and no vector of `B` lies lower, then
`E` is the variational energy in `B`. -/
theorem energy_eq_of_attained {H : Matrix n n ℝ} {B : Submodule ℝ (n → ℝ)} {E : ℝ}
    {v : n → ℝ} (hv : v ∈ B) (hv0 : v ≠ 0) (hE : v ⬝ᵥ H *ᵥ v = E * (v ⬝ᵥ v))
    (hlow : ∀ x ∈ B, E * (x ⬝ᵥ x) ≤ x ⬝ᵥ H *ᵥ x) : energy H B = E := by
  refine IsLeast.csInf_eq ⟨⟨v, hv, hv0, ?_⟩, ?_⟩
  · exact (eq_div_iff (self_pos hv0).ne').mpr hE.symm
  · rintro r ⟨x, hx, hx0, rfl⟩
    exact (le_div_iff₀ (self_pos hx0)).mpr (hlow x hx)
```

The model follows, with its quadratic form and the uncoupled case.

```lean
/-- Three orthonormal orbitals with on-site energies `0, a, a`; the last two are coupled
by `-t`. -/
def modelH (a t : ℝ) : Matrix (Fin 3) (Fin 3) ℝ :=
  !![0, 0, 0; 0, a, -t; 0, -t, a]

/-- The unit vector of orbital `i`, with the three orbitals numbered 0, 1, 2. -/
def orb (i : Fin 3) : Fin 3 → ℝ := Pi.single i 1

/-- The energy expectation value of the model, before normalisation. -/
lemma model_form (a t : ℝ) (x : Fin 3 → ℝ) :
    x ⬝ᵥ modelH a t *ᵥ x = a * (x 1 ^ 2 + x 2 ^ 2) - 2 * t * (x 1 * x 2) := by
  simp [modelH, dotProduct, Matrix.mulVec, Fin.sum_univ_three]
  ring

/-- For `a ≥ 0`, a basis space that contains orbital 0 and in which no vector mixes orbitals 1
and 2 has variational energy zero. -/
theorem energy_uncoupled {a : ℝ} (t : ℝ) (ha : 0 ≤ a) {B : Submodule ℝ (Fin 3 → ℝ)}
    (h0 : orb 0 ∈ B) (hB : ∀ x ∈ B, x 1 * x 2 = 0) : energy (modelH a t) B = 0 := by
  refine energy_eq_of_attained h0 ?_ ?_ ?_
  · intro h
    have := congrFun h 0
    simp [orb] at this
  · rw [model_form]
    simp [orb]
  · intro x hx
    rw [zero_mul, model_form, hB x hx]
    have := mul_nonneg ha (add_nonneg (sq_nonneg (x 1)) (sq_nonneg (x 2)))
    linarith
```

**Q:** What do the conditions on $a$ and $t$ mean?

**A:** $0\le a$ puts orbital 0 no higher than the other two; $a\le t$ makes the coupling strong enough to bring the bonding combination down to orbital 0 or below.

In the next proof, the span lemmas write out the vectors of each small space, showing that $x_1x_2=0$. For the full space Lean uses the unnormalised `orb 1 + orb 2`, and `nlinarith` receives the two nonnegative terms of the identity above.

```lean
/-- For `0 ≤ a ≤ t` the model is symmetric, and with orbital 2 as ghost its counterpoise term is
`0` in the basis of orbital 0, `t - a` in that of orbitals 0 and 1, and `0` in the full space. -/
theorem counterpoise_rises_then_vanishes {a t : ℝ} (ha : 0 ≤ a) (hat : a ≤ t) :
    (modelH a t).IsSymm ∧
    counterpoise (modelH a t) (span ℝ {orb 0}) (span ℝ {orb 2}) = 0 ∧
    counterpoise (modelH a t) (span ℝ {orb 0, orb 1}) (span ℝ {orb 2}) = t - a ∧
    counterpoise (modelH a t) ⊤ (span ℝ {orb 2}) = 0 := by
  have m0 : orb 0 ∈ span ℝ {orb 0} := subset_span (by simp)
  refine ⟨Matrix.IsSymm.ext fun i j => by fin_cases i <;> fin_cases j <;> simp [modelH],
    ?_, ?_, ?_⟩
  · -- without orbital 1 the ghost has no partner to couple to
    have e1 : energy (modelH a t) (span ℝ {orb 0}) = 0 := by
      refine energy_uncoupled t ha m0 fun x hx => ?_
      obtain ⟨c, rfl⟩ := mem_span_singleton.mp hx
      simp [orb]
    have e2 : energy (modelH a t) (span ℝ {orb 0} ⊔ span ℝ {orb 2}) = 0 := by
      refine energy_uncoupled t ha (mem_sup_left m0) fun x hx => ?_
      obtain ⟨y, hy, z, hz, rfl⟩ := mem_sup.mp hx
      obtain ⟨c, rfl⟩ := mem_span_singleton.mp hy
      obtain ⟨d, rfl⟩ := mem_span_singleton.mp hz
      simp [orb]
    rw [counterpoise, e1, e2, sub_zero]
  · have e1 : energy (modelH a t) (span ℝ {orb 0, orb 1}) = 0 := by
      refine energy_uncoupled t ha (subset_span (by simp)) fun x hx => ?_
      obtain ⟨c, d, rfl⟩ := mem_span_pair.mp hx
      simp [orb]
    -- the bonding combination of orbitals 1 and 2 now attains the lowest energy
    have e2 : energy (modelH a t) (span ℝ {orb 0, orb 1} ⊔ span ℝ {orb 2}) = a - t := by
      have hself : ∀ x : Fin 3 → ℝ, x ⬝ᵥ x = x 0 ^ 2 + x 1 ^ 2 + x 2 ^ 2 := by
        intro x
        simp only [dotProduct, Fin.sum_univ_three]
        ring
      refine energy_eq_of_attained (v := orb 1 + orb 2)
        (add_mem (mem_sup_left (subset_span (by simp)))
          (mem_sup_right (subset_span (by simp)))) ?_ ?_ ?_
      · intro h
        have := congrFun h 1
        simp [orb] at this
      · rw [model_form, hself]
        simp [orb]
        ring
      · intro x _
        rw [model_form, hself]
        nlinarith [mul_nonneg (ha.trans hat) (sq_nonneg (x 1 - x 2)),
          mul_nonneg (sub_nonneg.mpr hat) (sq_nonneg (x 0))]
    rw [counterpoise, e1, e2]
    ring
  · rw [counterpoise, top_sup_eq, sub_self]
```

Setting $a=1$, $t=2$ gives the numerical case.

```lean
/-- With on-site energies `0, 1, 1`, coupling `-2` and orbital 2 as ghost, enlarging the fragment
basis from orbital 0 to orbitals 0 and 1 raises the counterpoise term from `0` to `1`. -/
theorem counterpoise_zero_to_one :
    counterpoise !![0, 0, 0; 0, 1, -2; 0, -2, 1] (span ℝ {orb 0}) (span ℝ {orb 2}) = 0 ∧
    counterpoise !![0, 0, 0; 0, 1, -2; 0, -2, 1] (span ℝ {orb 0, orb 1})
      (span ℝ {orb 2}) = 1 := by
  have h := counterpoise_rises_then_vanishes (a := 1) (t := 2) (by norm_num) (by norm_num)
  exact ⟨h.2.1, h.2.2.1.trans (by norm_num)⟩

end

end CounterpoiseBasisGrowth
```

```lean
#print axioms CounterpoiseBasisGrowth.counterpoise_growth_le
-- 'CounterpoiseBasisGrowth.counterpoise_growth_le' depends on axioms: [propext, Classical.choice, Quot.sound]
#print axioms CounterpoiseBasisGrowth.counterpoise_le_incompleteness
-- 'CounterpoiseBasisGrowth.counterpoise_le_incompleteness' depends on axioms: [propext, Classical.choice, Quot.sound]
#print axioms CounterpoiseBasisGrowth.counterpoise_zero_to_one
-- 'CounterpoiseBasisGrowth.counterpoise_zero_to_one' depends on axioms: [propext, Classical.choice, Quot.sound]
```

**Q:** My calculations have many electrons and overlapping orbitals.

**A:** This model has one electron, orthonormal orbitals and a single fragment, whereas a full counterpoise correction adds the terms of all fragments. Self-consistent fields and correlation are absent. For interaction energies the lesson is a caution drawn from this finite one-electron model: a small counterpoise term does not by itself show that the fragment basis is nearly complete.
